# The monomer-dimer cavity iteration converges to its unique positive fixed point from every non-negative start, at every positive dimer activity

For every real $c>0$ and every $x_0\ge 0$, the iteration

$$x_{n+1}=\frac{1}{1+c\,x_n}$$

converges to

$$s=\frac{\sqrt{1+4c}-1}{2c},$$

which is the only positive fixed point. Here $c$ is the number of children per vertex times the dimer activity, with monomers given weight 1. Started from $x_0=1$, $x_n$ is the probability that the root of an isolated Bethe-lattice branch of depth $n$ carries a monomer. The homogeneous recursion has no instability towards alternating order: no solution takes different values on two sublattices, and the slope at $s$ has modulus below one.

For a lattice gas of dimers that interact only by exclusion, this means that the homogeneous Bethe-lattice equation $x=1/(1+cx)$ can be solved by plain iteration, without damping. Convergence becomes slow at large $c$, where the slope at $s$ approaches $-1$. Attractions between dimers, the loops of a real lattice and boundary conditions that differ from branch to branch are not covered.

```lean
import Mathlib

open Filter Topology

namespace BetheDimerGas

noncomputable section
```

## The recursion and its candidate limit

Write $f(x)=1/(1+cx)$ for the update. The 1 in the denominator is the relative weight of a root left as a monomer, and $cx$ is that of a root joined by a dimer to one of its children, which must itself be free. In Lean, $f$ is `cavityMap c`, a function on all real numbers; the theorems restrict it to $x\ge0$, where the denominator is positive.

```lean
/-- The monomer-dimer cavity update `x ↦ 1 / (1 + c x)`, where `c` is the number of children
times the dimer activity. -/
def cavityMap (c x : ℝ) : ℝ := 1 / (1 + c * x)
```

A fixed point satisfies $x(1+cx)=1$, that is, $cx^2+x-1=0$. The root with the positive sign of the square root is $s$.

```lean
/-- The homogeneous cavity value `(√(1 + 4c) - 1) / (2c)`. -/
def cavityValue (c : ℝ) : ℝ := (Real.sqrt (1 + 4 * c) - 1) / (2 * c)
```

## Dimer weights on a finite tree

Let every inner vertex have $b+1$ children, with $b\ge0$, so that $b=0$ is a chain. Monomers have weight 1 and each dimer has activity $w$. Let $M_n$ be the total weight of a tree of depth $n$ with its root kept as a monomer, and $Z_n$ the total weight without restriction. A single vertex has $M_0=Z_0=1$.

If the root is a monomer, its $b+1$ branches are independent. If it shares a dimer with one child, that child's branch contributes $M_n$ and the other $b$ branches contribute $Z_n$ each. Hence

$$M_{n+1}=Z_n^{\,b+1},\qquad Z_{n+1}=Z_n^{\,b+1}+(b+1)\,w\,M_n Z_n^{\,b}.$$

The Lean definition takes this recursion as its starting point, in place of a sum over explicit dimer coverings. The pair `treeWeights b w n` is $(M_n,Z_n)$.

```lean
/-- Total dimer weights of a rooted tree of depth `n` in which every inner vertex has `b + 1`
children and every dimer has activity `w`: first with the root kept as a monomer, then without
restriction. -/
def treeWeights (b : ℕ) (w : ℝ) : ℕ → ℝ × ℝ
  | 0 => (1, 1)
  | n + 1 =>
    ((treeWeights b w n).2 ^ (b + 1),
      (treeWeights b w n).2 ^ (b + 1)
        + ((b : ℝ) + 1) * w * (treeWeights b w n).1 * (treeWeights b w n).2 ^ b)
```

## The homogeneous solution

For $c>0$ and $x\ge0$ the denominator is not zero, so $f(x)(1+cx)=1$. The later algebra uses this polynomial form.

```lean
/-- The updated cavity value times `1 + c x` is one. -/
lemma cavityMap_mul {c x : ℝ} (hc : 0 < c) (hx : 0 ≤ x) :
    cavityMap c x * (1 + c * x) = 1 := by
  have h : 1 + c * x ≠ 0 := by positivity
  unfold cavityMap
  exact div_mul_cancel₀ 1 h
```

Put $r=\sqrt{1+4c}$, so that $2cs=r-1$. Since $r^2>1$, we have $r>1$ and $s>0$. Since $(1+2c)^2=r^2+4c^2>r^2$, we have $r<1+2c$ and $s<1$. Finally,

$$4c\,(cs^2+s)=(2cs+1)^2-1=r^2-1=4c,$$

and dividing by $4c$ gives $cs^2+s=1$. In the proof, `nlinarith` supplies the inequalities and `linear_combination` checks the last identity.

```lean
/-- The homogeneous cavity value lies strictly between zero and one and solves
`c s² + s = 1`. -/
theorem cavityValue_spec {c : ℝ} (hc : 0 < c) :
    0 < cavityValue c ∧ cavityValue c < 1 ∧ c * cavityValue c ^ 2 + cavityValue c = 1 := by
  have hr : Real.sqrt (1 + 4 * c) ^ 2 = 1 + 4 * c := Real.sq_sqrt (by positivity)
  have hr0 : 0 ≤ Real.sqrt (1 + 4 * c) := Real.sqrt_nonneg _
  have hs : 2 * c * cavityValue c = Real.sqrt (1 + 4 * c) - 1 := by
    unfold cavityValue
    exact mul_div_cancel₀ _ (by positivity)
  have h1 : 1 < Real.sqrt (1 + 4 * c) := by nlinarith
  have h2 : Real.sqrt (1 + 4 * c) < 1 + 2 * c := by nlinarith [sq_pos_of_pos hc]
  refine ⟨?_, ?_, ?_⟩
  · by_contra h
    nlinarith [not_lt.mp h]
  · by_contra h
    nlinarith [not_lt.mp h]
  · have h4 : 4 * c ≠ 0 := by positivity
    apply mul_left_cancel₀ h4
    linear_combination (2 * c * cavityValue c + Real.sqrt (1 + 4 * c) + 1) * hs + hr
```

Suppose that $x\ge0$ is a fixed point. Subtracting $cs^2+s=1$ from $cx^2+x=1$ gives

$$(x-s)\,\bigl(c(x+s)+1\bigr)=0.$$

The second factor is positive, so $x=s$. Conversely, $s(1+cs)=1$ says that $s$ is fixed.

```lean
/-- Among non-negative cavity values, the homogeneous value is the only fixed point. -/
theorem cavityMap_fixed_iff {c x : ℝ} (hc : 0 < c) (hx : 0 ≤ x) :
    cavityMap c x = x ↔ x = cavityValue c := by
  obtain ⟨s0, -, hs⟩ := cavityValue_spec hc
  have h := cavityMap_mul hc hx
  constructor
  · intro hfix
    rw [hfix] at h
    have hpos : c * (x + cavityValue c) + 1 ≠ 0 := by positivity
    have hz : (x - cavityValue c) * (c * (x + cavityValue c) + 1) = 0 := by
      linear_combination h - hs
    exact sub_eq_zero.mp ((mul_eq_zero.mp hz).resolve_right hpos)
  · intro hxs
    have hne : 1 + c * x ≠ 0 := by positivity
    apply mul_right_cancel₀ hne
    rw [h, hxs]
    linear_combination -hs
```

## No alternating order, and a slope below one

Sublattice order would appear as two values $a,b\ge0$ on alternate generations, with $a=f(b)$ and $b=f(a)$. (This $b$ is a cavity value, not the branching number.) The two equations read

$$a+cab=1,\qquad b+cab=1.$$

Subtracting them gives $a=b$, and the previous result makes both equal to $s$.

```lean
/-- The cavity equations on two alternating sublattices have only the uniform non-negative
solution. -/
theorem no_sublattice_order {c a b : ℝ} (hc : 0 < c) (ha : 0 ≤ a) (hb : 0 ≤ b) :
    (cavityMap c b = a ∧ cavityMap c a = b) ↔ (a = cavityValue c ∧ b = cavityValue c) := by
  constructor
  · rintro ⟨h1, h2⟩
    have e1 := cavityMap_mul hc hb
    have e2 := cavityMap_mul hc ha
    rw [h1] at e1
    rw [h2] at e2
    -- the product term c a b is common to both equations
    have hab : a = b := by linear_combination e1 - e2
    subst hab
    have h := (cavityMap_fixed_iff hc ha).mp h1
    exact ⟨h, h⟩
  · rintro ⟨h1, h2⟩
    have h := (cavityMap_fixed_iff hc ha).mpr h1
    have hab : b = a := h2.trans h1.symm
    rw [hab]
    exact ⟨h, h⟩
```

The derivative is $f'(x)=-c/(1+cx)^2=-c f(x)^2$. At the fixed point,

$$f'(s)=-cs^2=-(1-s),$$

and $0<s<1$ gives $|f'(s)|<1$. A small deviation shared by all vertices of a generation therefore changes sign and shrinks at each step. `HasDerivAt` states both that the derivative exists and what its value is; the proof applies the quotient rule and simplifies with $cs^2+s=1$.

```lean
/-- The slope of the cavity update at the homogeneous value `s` is `-(1 - s)`, and its modulus
is below one. -/
theorem cavityMap_slope {c : ℝ} (hc : 0 < c) :
    HasDerivAt (cavityMap c) (-(1 - cavityValue c)) (cavityValue c) ∧
      |-(1 - cavityValue c)| < 1 := by
  obtain ⟨s0, s1, hs⟩ := cavityValue_spec hc
  constructor
  · have hne : 1 + c * cavityValue c ≠ 0 := by positivity
    have h : HasDerivAt (fun x : ℝ => 1 + c * x) c (cavityValue c) := by
      simpa using ((hasDerivAt_id (cavityValue c)).const_mul c).const_add 1
    have hd := (hasDerivAt_const (cavityValue c) (1 : ℝ)).fun_div h hne
    refine HasDerivAt.congr_deriv (f := cavityMap c) hd ?_
    rw [div_eq_iff (pow_ne_zero 2 hne)]
    linear_combination (c * (cavityValue c * (1 + c * cavityValue c) + 1)
      - (1 + c * cavityValue c) ^ 2) * hs
  · rw [abs_lt]
    constructor <;> linarith
```

## Relaxation from any non-negative start

The slope controls only small deviations. For large ones we first need a bound. If $y\ge0$, then $f(y)\ge0$ and $f(y)=1-c\,y\,f(y)\le1$. By induction every iterate lies between $0$ and $1+x_0$. Lean writes the $n$-th iterate as `(cavityMap c)^[n] x₀`.

```lean
/-- Iterates started from `x₀ ≥ 0` stay between zero and `1 + x₀`. -/
lemma iterate_bounds {c x₀ : ℝ} (hc : 0 < c) (hx : 0 ≤ x₀) (n : ℕ) :
    0 ≤ (cavityMap c)^[n] x₀ ∧ (cavityMap c)^[n] x₀ ≤ 1 + x₀ := by
  induction n with
  | zero =>
    rw [Function.iterate_zero_apply]
    constructor <;> linarith
  | succ n ih =>
    rw [Function.iterate_succ_apply']
    have hp := mul_nonneg hc.le ih.1
    have h0 : 0 ≤ cavityMap c ((cavityMap c)^[n] x₀) := by
      unfold cavityMap at hp ⊢
      exact div_nonneg zero_le_one (by linarith)
    have h := cavityMap_mul hc ih.1
    have hq := mul_nonneg h0 hp
    exact ⟨h0, by linarith⟩
```

Set $D(x)=cx+cs+1$, and let $z=f(y)$ be one update of $y\ge0$. From $z(1+cy)=1$ and $s(1+cs)=1$ follow

$$z-s=sz\,\bigl[(1+cs)-(1+cy)\bigr]=-csz\,(y-s),$$

$$s\,D(z)=csz+1=z\,D(y).$$

Using the second relation to replace $z$ on the right of the first, and then $cs^2=1-s$, we get

$$\frac{z-s}{D(z)}=-(1-s)\,\frac{y-s}{D(y)}.$$

After $n$ steps,

$$\frac{x_n-s}{D(x_n)}=\bigl(-(1-s)\bigr)^n\,\frac{x_0-s}{D(x_0)}.$$

The theorem states this cross-multiplied. In its induction step, `h1` and `h2` are the two relations above, `h3` is the one-step law, and the positive common factor $D(y)$ is cancelled at the end.

```lean
/-- Exact relaxation law: the ratio of `xₙ - s` to `c xₙ + c s + 1` is multiplied by `-(1 - s)`
at every step, written here without division. -/
theorem exact_relaxation {c x₀ : ℝ} (hc : 0 < c) (hx : 0 ≤ x₀) (n : ℕ) :
    ((cavityMap c)^[n] x₀ - cavityValue c) * (c * x₀ + c * cavityValue c + 1) =
      (-(1 - cavityValue c)) ^ n * (x₀ - cavityValue c) *
        (c * (cavityMap c)^[n] x₀ + c * cavityValue c + 1) := by
  obtain ⟨s0, -, hs⟩ := cavityValue_spec hc
  induction n with
  | zero => simp
  | succ n ih =>
    have hy := (iterate_bounds hc hx n).1
    rw [Function.iterate_succ_apply']
    generalize (cavityMap c)^[n] x₀ = y at ih hy ⊢
    have h := cavityMap_mul hc hy
    generalize cavityMap c y = z at h ⊢
    generalize cavityValue c = s at s0 hs ih ⊢
    have h1 : z - s = -(c * s * z) * (y - s) := by linear_combination s * h - z * hs
    have h2 : s * (c * z + c * s + 1) = z * (c * y + c * s + 1) := by
      linear_combination hs - h
    -- one step of the law
    have h3 : (z - s) * (c * y + c * s + 1) = -(1 - s) * (y - s) * (c * z + c * s + 1) := by
      linear_combination (c * y + c * s + 1) * h1 + c * s * (y - s) * h2
        - (y - s) * (c * z + c * s + 1) * hs
    have hne : c * y + c * s + 1 ≠ 0 := by positivity
    apply mul_right_cancel₀ hne
    rw [pow_succ]
    linear_combination (c * x₀ + c * s + 1) * h3 - (1 - s) * (c * z + c * s + 1) * ih
```

Now take absolute values. Since $D(x_0)\ge1$ and $x_n\le1+x_0$,

$$|x_n-s|\le(1-s)^n\,|x_0-s|\,\bigl(c(1+x_0)+cs+1\bigr).$$

The right side tends to zero because $0<1-s<1$. The final `calc` block is this estimate, and `squeeze_zero_norm` turns it into convergence. The theorem collects the positivity of $s$, its uniqueness among positive fixed points and the limit, which `Tendsto` expresses for $n\to\infty$.

```lean
/-- For every `c > 0` the homogeneous value is the unique positive fixed point of the cavity
update, and the iteration converges to it from every non-negative start. -/
theorem cavity_iteration_converges {c : ℝ} (hc : 0 < c) :
    0 < cavityValue c ∧ (∀ x, 0 < x → (cavityMap c x = x ↔ x = cavityValue c)) ∧
      ∀ x₀, 0 ≤ x₀ → Tendsto (fun n => (cavityMap c)^[n] x₀) atTop (𝓝 (cavityValue c)) := by
  obtain ⟨s0, s1, -⟩ := cavityValue_spec hc
  refine ⟨s0, fun x hx => cavityMap_fixed_iff hc hx.le, fun x₀ hx => ?_⟩
  rw [← tendsto_sub_nhds_zero_iff]
  have hlim : Tendsto (fun n : ℕ => (1 - cavityValue c) ^ n *
      (|x₀ - cavityValue c| * (c * (1 + x₀) + c * cavityValue c + 1))) atTop (𝓝 0) := by
    simpa using (tendsto_pow_atTop_nhds_zero_of_lt_one (by linarith : 0 ≤ 1 - cavityValue c)
      (by linarith)).mul_const (|x₀ - cavityValue c| * (c * (1 + x₀) + c * cavityValue c + 1))
  refine squeeze_zero_norm (fun n => ?_) hlim
  obtain ⟨hy, hy1⟩ := iterate_bounds hc hx n
  have h := congrArg abs (exact_relaxation hc hx n)
  have hD : 0 < c * x₀ + c * cavityValue c + 1 := by positivity
  have hE : 0 < c * (cavityMap c)^[n] x₀ + c * cavityValue c + 1 := by positivity
  have hq : 0 < 1 - cavityValue c := by linarith
  rw [abs_mul, abs_mul, abs_mul, abs_pow, abs_neg, abs_of_pos hD, abs_of_pos hE,
    abs_of_pos hq] at h
  rw [Real.norm_eq_abs]
  -- the denominator of the relaxation law is at least one
  have hD1 : 1 ≤ c * x₀ + c * cavityValue c + 1 := by
    have := mul_nonneg hc.le hx
    have := mul_pos hc s0
    linarith
  calc |(cavityMap c)^[n] x₀ - cavityValue c|
      ≤ |(cavityMap c)^[n] x₀ - cavityValue c| * (c * x₀ + c * cavityValue c + 1) :=
        le_mul_of_one_le_right (abs_nonneg _) hD1
    _ = (1 - cavityValue c) ^ n * (|x₀ - cavityValue c| *
          (c * (cavityMap c)^[n] x₀ + c * cavityValue c + 1)) := by rw [h, mul_assoc]
    _ ≤ _ := by gcongr
```

The condition $x_0\ge0$, natural for a probability, cannot simply be dropped. For $c=2$ the limit is $s=1/2$, but $x_0=-1$ gives $x_1=1/(1-2)=-1$, so the iteration stays at the negative fixed point. Positivity of $c$ matters too: for $c=-1$, a negative activity, the start $x_0=1/2$ runs through the cycle $1/2\to2\to-1\to1/2$.

## The root of a growing tree

The probability that the root of the finite tree is a monomer is $M_n/Z_n$. For $w>0$ both weights are positive, and taking $Z_n^{\,b+1}$ out of $Z_{n+1}$ gives

$$\frac{M_{n+1}}{Z_{n+1}}=\frac{1}{1+(b+1)\,w\,M_n/Z_n}.$$

This is the cavity update with $c=(b+1)w$. Because $M_0/Z_0=1$, the ratio at depth $n$ is the $n$-th iterate started from 1. In the proof, `hfac` is the factorisation.

```lean
/-- On the finite tree, the probability that the root is a monomer equals the cavity iterate
started from one, with `c = (b + 1) w`. -/
theorem tree_monomer_probability (b : ℕ) {w : ℝ} (hw : 0 < w) (n : ℕ) :
    (0 < (treeWeights b w n).1 ∧ 0 < (treeWeights b w n).2) ∧
      (treeWeights b w n).1 / (treeWeights b w n).2 =
        (cavityMap (((b : ℝ) + 1) * w))^[n] 1 := by
  induction n with
  | zero => simp [treeWeights]
  | succ n ih =>
    obtain ⟨⟨hM, hZ⟩, hr⟩ := ih
    rw [Function.iterate_succ_apply', ← hr]
    simp only [treeWeights]
    generalize (treeWeights b w n).1 = M at hM ⊢
    generalize (treeWeights b w n).2 = Z at hZ ⊢
    refine ⟨⟨by positivity, by positivity⟩, ?_⟩
    have hMZ : M / Z * Z = M := div_mul_cancel₀ M hZ.ne'
    -- factor out the weight of the independent branches
    have hfac : Z ^ (b + 1) + ((b : ℝ) + 1) * w * M * Z ^ b =
        Z ^ (b + 1) * (1 + ((b : ℝ) + 1) * w * (M / Z)) := by
      rw [pow_succ]
      linear_combination -(((b : ℝ) + 1) * w * Z ^ b) * hMZ
    rw [hfac, div_mul_cancel_left₀ (pow_ne_zero (b + 1) hZ.ne'), cavityMap, one_div]
```

Since $c=(b+1)w$ is positive whenever $w$ is, the convergence theorem with $x_0=1$ gives

$$\lim_{n\to\infty}\frac{M_n}{Z_n}=\frac{\sqrt{1+4(b+1)w}-1}{2(b+1)w}.$$

```lean
/-- As the tree grows, its root monomer probability converges to the homogeneous cavity value
at every positive dimer activity. -/
theorem tree_monomer_limit (b : ℕ) {w : ℝ} (hw : 0 < w) :
    Tendsto (fun n => (treeWeights b w n).1 / (treeWeights b w n).2) atTop
      (𝓝 (cavityValue (((b : ℝ) + 1) * w))) := by
  have hc : 0 < ((b : ℝ) + 1) * w := by positivity
  simp_rw [fun n => (tree_monomer_probability b hw n).2]
  exact (cavity_iteration_converges hc).2.2 1 zero_le_one

end

end BetheDimerGas
```

```lean
#print axioms BetheDimerGas.no_sublattice_order
-- 'BetheDimerGas.no_sublattice_order' depends on axioms: [propext, Classical.choice, Quot.sound]
#print axioms BetheDimerGas.cavityMap_slope
-- 'BetheDimerGas.cavityMap_slope' depends on axioms: [propext, Classical.choice, Quot.sound]
#print axioms BetheDimerGas.cavity_iteration_converges
-- 'BetheDimerGas.cavity_iteration_converges' depends on axioms: [propext, Classical.choice, Quot.sound]
#print axioms BetheDimerGas.tree_monomer_limit
-- 'BetheDimerGas.tree_monomer_limit' depends on axioms: [propext, Classical.choice, Quot.sound]
```

## Monomer density at a central site

The root above has one neighbour fewer than an inner vertex. Joining $b+2$ branches of depth $n$ to a central vertex gives a site with the full coordination number, and the same factorisation, done here by hand and not in the file, yields its monomer probability:

$$\frac{1}{1+(b+2)\,w\,M_n/Z_n}\;\longrightarrow\;\frac{1}{1+(b+2)\,w\,s}.$$

For the chain, $b=0$ and $c=w$, so $2ws=\sqrt{1+4w}-1$ and the limit is $1/\sqrt{1+4w}$.
